# Bounds on the Kubo dephasing function of an exponentially correlated bath, and its long-time lag behind the Markovian exponent

The Kubo function \(g(t)\) is defined here as a double time integral of a bath correlation function, so its closed form is a theorem. The correlation function itself is postulated: \(C(\tau)=c\,e^{-k\tau}\), for a two-level system whose energy gap, divided by \(\hbar\) and so an angular frequency, fluctuates with variance \(c\) and loses memory at rate \(k\).

In Lean 4 with Mathlib:

```lean
import Mathlib

open Filter Topology

namespace KuboDephasing

noncomputable section
```

This loads Mathlib and opens the notation for limits.

```lean
/-- Correlation function of the energy-gap fluctuations, with variance `c` and
relaxation rate `k` of the bath. -/
def bathCorrelation (c k τ : ℝ) : ℝ := c * Real.exp (-(k * τ))
```

`bathCorrelation c k τ` is \(C(\tau)\), with all quantities real. The correlation function of a classical fluctuating gap is real.

```lean
/-- Time-dependent dephasing rate: the bath correlation function integrated up to time `t`. -/
def dephasingRate (c k t : ℝ) : ℝ := ∫ τ in (0 : ℝ)..t, bathCorrelation c k τ
```

The dephasing rate is \(\Gamma(t)=\int_0^t C(\tau)\,d\tau\).

```lean
/-- Kubo function: the dephasing rate accumulated up to time `t`. -/
def kubo (c k t : ℝ) : ℝ := ∫ s in (0 : ℝ)..t, dephasingRate c k s
```

The Kubo function is \(g(t)=\int_0^t\Gamma(s)\,ds\).

```lean
/-- Coherence at time `t`, in units of its initial value. -/
def coherence (c k t : ℝ) : ℝ := Real.exp (-kubo c k t)
```

The normalised coherence is set to \(e^{-g(t)}\). This is the noise average for Gaussian fluctuations once the phase from the mean gap is removed; the file takes it as a definition and does not derive it from a stochastic process.

## Integrating twice

```lean
/-- For `k ≠ 0` the dephasing rate equals `c (1 - exp (-k t)) / k`. -/
theorem dephasingRate_eq (c : ℝ) {k : ℝ} (hk : k ≠ 0) (t : ℝ) :
    dephasingRate c k t = c / k * (1 - Real.exp (-(k * t))) := by
  have hd : ∀ x, HasDerivAt (fun τ : ℝ => -(c / k) * Real.exp (-(k * τ)))
      (bathCorrelation c k x) x := by
    intro x
    have h := ((((hasDerivAt_id' x).const_mul k).fun_neg).exp).const_mul (-(c / k))
    refine h.congr_deriv ?_
    have hck : c / k * k = c := div_mul_cancel₀ c hk
    unfold bathCorrelation
    linear_combination Real.exp (-(k * x)) * hck
  have hc : Continuous (bathCorrelation c k) := by
    change Continuous (fun τ : ℝ => c * Real.exp (-(k * τ)))
    fun_prop
  unfold dephasingRate
  refine (intervalIntegral.integral_eq_sub_of_hasDerivAt (fun x _ => hd x)
    (hc.intervalIntegrable 0 t)).trans ?_
  simp only [mul_zero, neg_zero, Real.exp_zero]
  ring
```

For \(k\neq0\), a primitive of \(C\) is \(-(c/k)e^{-k\tau}\), hence
\[
\Gamma(t)=\Big[-\frac ck e^{-k\tau}\Big]_0^t=\frac ck\left(1-e^{-kt}\right).
\]
In the proof, `hd` checks the primitive by differentiation, `hc` supplies continuity of the integrand, and the fundamental theorem of calculus does the rest.

```lean
/-- Closed form of the Kubo function for an exponentially correlated bath. -/
theorem kubo_eq (c : ℝ) {k : ℝ} (hk : k ≠ 0) (t : ℝ) :
    kubo c k t = c * (k * t - 1 + Real.exp (-(k * t))) / k ^ 2 := by
  have hd : ∀ x, HasDerivAt (fun s : ℝ => c / k * s + c / k ^ 2 * Real.exp (-(k * s)))
      (dephasingRate c k x) x := by
    intro x
    have h := ((hasDerivAt_id' x).const_mul (c / k)).fun_add
      (((((hasDerivAt_id' x).const_mul k).fun_neg).exp).const_mul (c / k ^ 2))
    refine h.congr_deriv ?_
    rw [dephasingRate_eq c hk]
    field_simp
    ring
  have hc : Continuous (dephasingRate c k) := by
    rw [show dephasingRate c k = fun s => c / k * (1 - Real.exp (-(k * s))) from
      funext (dephasingRate_eq c hk)]
    fun_prop
  unfold kubo
  refine (intervalIntegral.integral_eq_sub_of_hasDerivAt (fun x _ => hd x)
    (hc.intervalIntegrable 0 t)).trans ?_
  simp only [mul_zero, neg_zero, Real.exp_zero]
  field_simp
  ring
```

The same pattern gives
\[
g(t)=\Big[\frac ck s+\frac c{k^2}e^{-ks}\Big]_0^t=\frac{c\,(kt-1+e^{-kt})}{k^2}.
\]

## The rate and its Markovian value

```lean
/-- The coherence obeys the time-local master equation with the time-dependent
dephasing rate. -/
theorem coherence_master_equation (c k t : ℝ) :
    HasDerivAt (coherence c k) (-dephasingRate c k t * coherence c k t) t := by
  have hb : Continuous (bathCorrelation c k) := by
    change Continuous (fun τ : ℝ => c * Real.exp (-(k * τ)))
    fun_prop
  have hr : Continuous (dephasingRate c k) :=
    continuous_iff_continuousAt.2 fun s =>
      (hb.integral_hasStrictDerivAt 0 s).hasDerivAt.continuousAt
  -- the Kubo function is a primitive of the rate
  have hg : HasDerivAt (fun s => kubo c k s) (dephasingRate c k t) t :=
    (hr.integral_hasStrictDerivAt 0 t).hasDerivAt
  have h := hg.fun_neg.exp
  change HasDerivAt (fun s => Real.exp (-kubo c k s)) _ t
  refine h.congr_deriv ?_
  unfold coherence
  ring
```

`HasDerivAt f a t` says that \(f\) has derivative \(a\) at \(t\). Since \(g'=\Gamma\), the chain rule gives
\[
\frac{d}{dt}e^{-g(t)}=-\Gamma(t)\,e^{-g(t)},
\]
a time-local master equation for the coherence. The proof obtains \(g'=\Gamma\) from continuity of the integrands, so it needs no condition on \(k\).

```lean
/-- For `k > 0` the exponential `exp (-k t)` tends to zero at long times. -/
theorem exp_decay {k : ℝ} (hk : 0 < k) :
    Tendsto (fun t : ℝ => Real.exp (-(k * t))) atTop (𝓝 0) :=
  Real.tendsto_exp_neg_atTop_nhds_zero.comp (tendsto_id.const_mul_atTop hk)
```

`Tendsto … atTop (𝓝 0)` reads "tends to 0 as \(t\to\infty\)". For \(k>0\), \(kt\to\infty\) and so \(e^{-kt}\to0\).

```lean
/-- At long times the dephasing rate tends to the Markovian Redfield rate `c / k`. -/
theorem dephasingRate_tendsto_redfield (c : ℝ) {k : ℝ} (hk : 0 < k) :
    Tendsto (dephasingRate c k) atTop (𝓝 (c / k)) := by
  have h : Tendsto (fun t : ℝ => c / k * (1 - Real.exp (-(k * t)))) atTop
      (𝓝 (c / k * (1 - 0))) := ((exp_decay hk).const_sub 1).const_mul _
  rw [sub_zero, mul_one] at h
  exact h.congr fun t => (dephasingRate_eq c hk.ne' t).symm
```

Therefore \(\Gamma(t)\to c/k\), the constant Redfield rate. Using it from \(t=0\) gives the Markovian exponent \(ct/k\).

## The slip and the bounds

```lean
/-- The Markovian exponent `c t / k` minus the Kubo function is `(c / k²) (1 - exp (-k t))`. -/
theorem markov_slip (c : ℝ) {k : ℝ} (hk : k ≠ 0) (t : ℝ) :
    c * t / k - kubo c k t = c / k ^ 2 * (1 - Real.exp (-(k * t))) := by
  rw [kubo_eq c hk]
  field_simp
  ring
```

Subtracting the closed form of \(g\) leaves
\[
\frac{ct}{k}-g(t)=\frac{ct}{k}-\frac{ct}{k}+\frac{c}{k^2}-\frac{c}{k^2}e^{-kt}=\frac c{k^2}\left(1-e^{-kt}\right).
\]
The lag builds up while the rate is still rising to its Redfield value.

```lean
/-- For `x ≥ 0` the decaying exponential is at most its second-order expansion. -/
theorem exp_neg_le_quadratic {x : ℝ} (hx : 0 ≤ x) :
    Real.exp (-x) ≤ 1 - x + x ^ 2 / 2 := by
  have hq := Real.quadratic_le_exp_of_nonneg hx
  have hp : 0 ≤ 1 - x + x ^ 2 / 2 := by nlinarith [sq_nonneg (x - 1)]
  have he : Real.exp (-x) * Real.exp x = 1 := by
    rw [← Real.exp_add, neg_add_cancel, Real.exp_zero]
  -- the product of the two quadratics is 1 + x⁴/4
  have h1 : 1 ≤ (1 - x + x ^ 2 / 2) * Real.exp x := by
    have h2 := mul_le_mul_of_nonneg_left hq hp
    have h3 : 0 ≤ x ^ 4 := by positivity
    nlinarith
  have h4 := mul_le_mul_of_nonneg_left h1 (Real.exp_pos (-x)).le
  linear_combination h4 + (1 - x + x ^ 2 / 2) * he
```

For \(x\ge0\), put \(p=1-x+x^2/2=\tfrac12\big((x-1)^2+1\big)>0\). Since \(e^x\ge1+x+x^2/2\),
\[
p\,e^x\ge\Big(1+\frac{x^2}2\Big)^2-x^2=1+\frac{x^4}4\ge1,
\]
and multiplying by \(e^{-x}\) gives \(e^{-x}\le p\). These steps are `hp`, `h1` and `h4`.

```lean
/-- At times `t ≥ 0` the Kubo function lies between `c t / k - c / k²` and the smaller of `c t / k`
and `c t² / 2`, and its lag behind the Markovian exponent `c t / k` tends to `c / k²`. -/
theorem kubo_bounds_and_slip {c k : ℝ} (hc : 0 ≤ c) (hk : 0 < k) :
    (∀ t, 0 ≤ t → c * t / k - c / k ^ 2 ≤ kubo c k t ∧
      kubo c k t ≤ min (c * t / k) (c * t ^ 2 / 2)) ∧
    Tendsto (fun t => c * t / k - kubo c k t) atTop (𝓝 (c / k ^ 2)) := by
  refine ⟨fun t ht => ?_, ?_⟩
  · have hs := markov_slip c hk.ne' t
    have ha : 0 ≤ c / k ^ 2 := by positivity
    have hkt : 0 ≤ k * t := by positivity
    have he1 : Real.exp (-(k * t)) ≤ 1 := Real.exp_le_one_iff.2 (by linarith)
    have hlow := mul_nonneg ha (Real.exp_pos (-(k * t))).le
    have hup := mul_nonneg ha (sub_nonneg.2 he1)
    refine ⟨by linarith, le_min (by linarith) ?_⟩
    -- short times: the quadratic bound on the exponential
    rw [kubo_eq c hk.ne', div_le_iff₀ (by positivity)]
    have hq := mul_le_mul_of_nonneg_left (exp_neg_le_quadratic hkt) hc
    linear_combination hq
  · have h : Tendsto (fun t : ℝ => c / k ^ 2 * (1 - Real.exp (-(k * t)))) atTop
        (𝓝 (c / k ^ 2 * (1 - 0))) := ((exp_decay hk).const_sub 1).const_mul _
    rw [sub_zero, mul_one] at h
    exact h.congr fun t => (markov_slip c hk.ne' t).symm
```

For \(c\ge0\) and \(k>0\), the theorem states that every \(t\ge0\) satisfies
\[
\frac{ct}{k}-\frac{c}{k^2}\le g(t)\le\min\Big(\frac{ct}{k},\frac{ct^2}{2}\Big),
\]
and that \(ct/k-g(t)\to c/k^2\).

Because \(0<e^{-kt}\le1\), the lag lies between \(0\) and \(c/k^2\), which gives both linear bounds (`hup` and `hlow`). Setting \(x=kt\) in the exponential inequality gives \(kt-1+e^{-kt}\le k^2t^2/2\); multiplying by \(c/k^2\) yields \(g(t)\le ct^2/2\). The limit follows from the lag formula and \(e^{-kt}\to0\).

## What the slip does to the coherence

```lean
/-- The ratio of the coherence to the Markovian exponential `exp (-c t / k)` tends to
`exp (c / k²)` at long times. -/
theorem coherence_ratio_tendsto {c k : ℝ} (hc : 0 ≤ c) (hk : 0 < k) :
    Tendsto (fun t => coherence c k t / Real.exp (-(c * t / k))) atTop
      (𝓝 (Real.exp (c / k ^ 2))) := by
  have h := (Real.continuous_exp.tendsto (c / k ^ 2)).comp (kubo_bounds_and_slip hc hk).2
  refine h.congr fun t => ?_
  change Real.exp (c * t / k - kubo c k t) = Real.exp (-kubo c k t) / Real.exp (-(c * t / k))
  rw [← Real.exp_sub]
  congr 1
  ring
```

Dividing the two exponentials,
\[
\frac{e^{-g(t)}}{e^{-ct/k}}=e^{ct/k-g(t)}\longrightarrow e^{c/k^2},
\]
by continuity of the exponential. In a simulation of pure dephasing by this single-exponential Gaussian bath, a constant Redfield rate started from the correct initial coherence thus gives the right long-time decay rate but, for \(c>0\), too small an amplitude.

```lean
/-- If the variance is `γ k`, the Kubo function differs from the Markovian exponent `γ t`
by at most `γ / k` at all times `t ≥ 0`. -/
theorem markov_limit_uniform {γ k t : ℝ} (hγ : 0 ≤ γ) (hk : 0 < k) (ht : 0 ≤ t) :
    |kubo (γ * k) k t - γ * t| ≤ γ / k := by
  obtain ⟨hlow, hup⟩ := (kubo_bounds_and_slip (mul_nonneg hγ hk.le) hk).1 t ht
  have hup' := hup.trans (min_le_left _ _)
  have hk0 : k ≠ 0 := hk.ne'
  have e1 : γ * k * t / k = γ * t := by field_simp
  have e2 : γ * k / k ^ 2 = γ / k := by field_simp
  rw [e1, e2] at hlow
  rw [e1] at hup'
  have hpos : 0 ≤ γ / k := by positivity
  exact abs_le.2 ⟨by linarith, by linarith⟩

end

end KuboDephasing
```

With \(c=\gamma k\), the Redfield rate is \(\gamma\) and the long-time limit of the lag is \(c/k^2=\gamma/k\). The linear bounds become \(\gamma t-\gamma/k\le g(t)\le\gamma t\), so
\[
|g(t)-\gamma t|\le\frac{\gamma}{k}\qquad(t\ge0).
\]
The right-hand side does not depend on \(t\). At fixed \(\gamma\ge0\), a faster bath therefore brings the exponent to its Markovian form uniformly in time, with the variance growing in proportion to \(k\).

```lean
#print axioms KuboDephasing.dephasingRate_tendsto_redfield
#print axioms KuboDephasing.kubo_bounds_and_slip
#print axioms KuboDephasing.coherence_ratio_tendsto
#print axioms KuboDephasing.markov_limit_uniform
```

```
'KuboDephasing.dephasingRate_tendsto_redfield' depends on axioms: [propext, Classical.choice, Quot.sound]
'KuboDephasing.kubo_bounds_and_slip' depends on axioms: [propext, Classical.choice, Quot.sound]
'KuboDephasing.coherence_ratio_tendsto' depends on axioms: [propext, Classical.choice, Quot.sound]
'KuboDephasing.markov_limit_uniform' depends on axioms: [propext, Classical.choice, Quot.sound]
```
